# Squared norm of the antisymmetrised product of two real geminals, and its factorisation when $gh = 0$

## Geminals and four-electron amplitudes in an orthonormal basis

Fix a finite orthonormal set of spin-orbitals $\chi_a$, with labels $a, b, c, d$ drawn from the Lean type `n`. A two-electron function $\sum_{ab} g_{ab}\,\chi_a(1)\chi_b(2)$ is represented by its real coefficient matrix $g$, and a four-electron function by its coefficients $\psi_{abcd}$, where the four positions belong to electrons 1 to 4.

```lean
import Mathlib

open Matrix Finset

namespace GeminalProductNorm

variable {n : Type*}
```

A geminal obeys the Pauli principle, $g_{ba} = -g_{ab}$. No normalisation and no spin symmetry are imposed.

```lean
/-- A geminal: a real two-electron amplitude that changes sign under exchange of the electrons. -/
def IsGeminal (g : Matrix n n ℝ) : Prop := ∀ a b, g b a = -g a b
```

For four electrons antisymmetry is demanded under the exchanges $1\leftrightarrow2$, $2\leftrightarrow3$ and $3\leftrightarrow4$, which generate all permutations.

```lean
/-- A four-electron amplitude that changes sign under each exchange of neighbouring electrons. -/
def IsAntisym4 (ψ : n → n → n → n → ℝ) : Prop :=
  (∀ a b c d, ψ b a c d = -ψ a b c d) ∧ (∀ a b c d, ψ a c b d = -ψ a b c d) ∧
    (∀ a b c d, ψ a b d c = -ψ a b c d)
```

The plain product $(g\otimes h)_{abcd} = g_{ab}h_{cd}$ puts electrons 1, 2 in $g$ and electrons 3, 4 in $h$.

```lean
/-- The plain product g(1,2) h(3,4). -/
def pairProd (g h : Matrix n n ℝ) (a b c d : n) : ℝ := g a b * h c d
```

There are six ways to choose the pair that enters $g$. Summing over them with the sign of the permutation gives
$$(g\wedge h)_{abcd} = g_{ab}h_{cd} - g_{ac}h_{bd} + g_{ad}h_{bc} + g_{bc}h_{ad} - g_{bd}h_{ac} + g_{cd}h_{ab},$$
with no prefactor. The terms are numbered 1 to 6 in this order.

```lean
/-- The signed sum of g h over the six ordered splittings of four electrons into two pairs. -/
def wedge (g h : Matrix n n ℝ) (a b c d : n) : ℝ :=
  g a b * h c d - g a c * h b d + g a d * h b c + g b c * h a d - g b d * h a c + g c d * h a b
```

## Antisymmetry of the signed sum

Exchange $a$ and $b$. Terms 1 and 6 change sign through $g_{ba} = -g_{ab}$ and $h_{ba} = -h_{ab}$, while terms 2, 4 and terms 3, 5 trade places, each pair having opposite signs. Under $b\leftrightarrow c$ terms 3 and 4 change sign, and 1, 2 and 5, 6 trade places. Under $c\leftrightarrow d$ terms 1 and 6 change sign, and 2, 3 and 4, 5 trade places. In each case `rw` performs the two sign changes and `ring` matches the rest.

```lean
/-- The signed sum built from two geminals is antisymmetric in all four electrons. -/
theorem wedge_antisym {g h : Matrix n n ℝ} (hg : IsGeminal g) (hh : IsGeminal h) :
    IsAntisym4 (wedge g h) := by
  refine ⟨fun a b c d => ?_, fun a b c d => ?_, fun a b c d => ?_⟩
  · simp only [wedge]
    rw [hg a b, hh a b]
    ring
  · simp only [wedge]
    rw [hg b c, hh b c]
    ring
  · simp only [wedge]
    rw [hg c d, hh c d]
    ring
```

## Inner products

Because the basis is orthonormal, overlaps are plain sums. For matrices $\langle A,B\rangle = \sum_{ab} A_{ab}B_{ab}$ and $\|A\|^2 = \langle A,A\rangle$. The sum runs over ordered pairs, so a geminal with $g_{01} = -g_{10} = 1$ and all other entries zero has $\|g\|^2 = 2$.

```lean
variable [Fintype n]

/-- Frobenius inner product of two matrices; `frob A A` is the squared Frobenius norm. -/
def frob (A B : Matrix n n ℝ) : ℝ := ∑ a, ∑ b, A a b * B a b
```

For four electrons $\langle\varphi,\psi\rangle = \sum_{abcd}\varphi_{abcd}\psi_{abcd}$.

```lean
/-- Inner product of four-electron amplitudes; `inner4 ψ ψ` is the squared norm. -/
def inner4 (φ ψ : n → n → n → n → ℝ) : ℝ := ∑ a, ∑ b, ∑ c, ∑ d, φ a b c d * ψ a b c d
```

## Moving an exchange across an overlap

Let $\varphi$ be arbitrary and let $\psi$ be antisymmetric in its first two labels. Renaming the dummy indices gives
$$\sum_{abcd}\varphi_{bacd}\psi_{abcd} = \sum_{abcd}\varphi_{abcd}\psi_{bacd} = -\langle\varphi,\psi\rangle ,$$
and likewise for the other two neighbouring exchanges. `Finset.sum_comm` is the renaming, and `linear_combination` applies the antisymmetry `H` term by term, multiplied by $\varphi_{abcd}$.

```lean
/-- Exchanging two neighbouring electrons in φ reverses the sign of its overlap with any ψ
that is antisymmetric in those two electrons. -/
theorem inner4_swap (φ ψ : n → n → n → n → ℝ) :
    ((∀ a b c d, ψ b a c d = -ψ a b c d) →
      inner4 (fun a b c d => φ b a c d) ψ = -inner4 φ ψ) ∧
    ((∀ a b c d, ψ a c b d = -ψ a b c d) →
      inner4 (fun a b c d => φ a c b d) ψ = -inner4 φ ψ) ∧
    ((∀ a b c d, ψ a b d c = -ψ a b c d) →
      inner4 (fun a b c d => φ a b d c) ψ = -inner4 φ ψ) := by
  refine ⟨fun H => ?_, fun H => ?_, fun H => ?_⟩
  · simp only [inner4, ← Finset.sum_neg_distrib]
    rw [Finset.sum_comm]
    refine sum_congr rfl fun a _ => sum_congr rfl fun b _ => ?_
    refine sum_congr rfl fun c _ => sum_congr rfl fun d _ => ?_
    linear_combination φ a b c d * H a b c d
  · simp only [inner4, ← Finset.sum_neg_distrib]
    refine sum_congr rfl fun a _ => ?_
    rw [Finset.sum_comm]
    refine sum_congr rfl fun b _ => sum_congr rfl fun c _ => sum_congr rfl fun d _ => ?_
    linear_combination φ a b c d * H a b c d
  · simp only [inner4, ← Finset.sum_neg_distrib]
    refine sum_congr rfl fun a _ => sum_congr rfl fun b _ => ?_
    rw [Finset.sum_comm]
    refine sum_congr rfl fun c _ => sum_congr rfl fun d _ => ?_
    linear_combination φ a b c d * H a b c d
```

## The factor six

Let $\psi$ be totally antisymmetric and $T = \langle g\otimes h,\psi\rangle$. From $g_{ab}h_{cd}$, the exchange $b\leftrightarrow c$ gives $g_{ac}h_{bd}$ with overlap $-T$ (`t2`). From there $c\leftrightarrow d$ gives $g_{ad}h_{bc}$ and $a\leftrightarrow b$ gives $g_{bc}h_{ad}$, both with $+T$ (`t3`, `t4`). From the latter, $c\leftrightarrow d$ gives $g_{bd}h_{ac}$ with $-T$ (`t5`), and then $b\leftrightarrow c$ gives $g_{cd}h_{ab}$ with $+T$ (`t6`). These signs equal the signs in $g\wedge h$, so $\langle g\wedge h,\psi\rangle = 6T$. Here $g$ and $h$ may be any real matrices. After `simp only` splits the sum into six, `linarith` adds the relations.

```lean
/-- The overlap of the signed sum with a totally antisymmetric amplitude is six times the
overlap of the plain product g(1,2) h(3,4) with it. -/
theorem inner4_wedge_antisym (g h : Matrix n n ℝ) {ψ : n → n → n → n → ℝ}
    (hψ : IsAntisym4 ψ) : inner4 (wedge g h) ψ = 6 * inner4 (pairProd g h) ψ := by
  -- each splitting is reached from an earlier one by one neighbouring exchange
  have t2 := (inner4_swap (pairProd g h) ψ).2.1 hψ.2.1
  have t3 := (inner4_swap (fun a b c d => pairProd g h a c b d) ψ).2.2 hψ.2.2
  have t4 := (inner4_swap (fun a b c d => pairProd g h a c b d) ψ).1 hψ.1
  have t5 := (inner4_swap (fun a b c d => pairProd g h b c a d) ψ).2.2 hψ.2.2
  have t6 := (inner4_swap (fun a b c d => pairProd g h b d a c) ψ).2.1 hψ.2.1
  simp only [inner4, wedge, pairProd, add_mul, sub_mul, sum_add_distrib,
    sum_sub_distrib] at t2 t3 t4 t5 t6 ⊢
  linarith
```

## Direct, pair-exchange and single-exchange terms

Take geminals $g', h'$ and overlap each term of $g\wedge h$ with $g'_{ab}h'_{cd}$. Term 1 separates into $\langle g,g'\rangle\langle h,h'\rangle$ (`c1`) and term 6 into $\langle h,g'\rangle\langle g,h'\rangle$ (`c6`). In the product of term 2 the sums over $c$ and $b$ are matrix products (`c2`):
$$X = \sum_{abcd} g_{ac}h_{bd}\,g'_{ab}h'_{cd} = \sum_{ad}\Big(\sum_c g_{ac}h'_{cd}\Big)\Big(\sum_b g'_{ab}h_{bd}\Big) = \langle gh', g'h\rangle .$$
The product $g'\otimes h'$ is antisymmetric in $a,b$ and in $c,d$ only (`a12`, `a34`), and that suffices: $g_{ad}h_{bc}$ and $g_{bc}h_{ad}$ give $-X$ (`c3`, `c4`), and $g_{bd}h_{ac}$ gives $+X$ (`c5`). With the signs $-,+,+,-$ of terms 2 to 5, each contributes $-X$.

```lean
/-- For geminals g', h', the overlap of the signed sum of g h with g'(1,2) h'(3,4) is
⟨g,g'⟩⟨h,h'⟩ + ⟨g,h'⟩⟨h,g'⟩ - 4⟨g h', g' h⟩. -/
theorem inner4_wedge_pairProd (g h : Matrix n n ℝ) {g' h' : Matrix n n ℝ}
    (hg : IsGeminal g') (hh : IsGeminal h') :
    inner4 (wedge g h) (pairProd g' h') =
      frob g g' * frob h h' + frob g h' * frob h g' - 4 * frob (g * h') (g' * h) := by
  have a12 : ∀ a b c d, pairProd g' h' b a c d = -pairProd g' h' a b c d := by
    intro a b c d
    simp only [pairProd]
    rw [hg a b]
    ring
  have a34 : ∀ a b c d, pairProd g' h' a b d c = -pairProd g' h' a b c d := by
    intro a b c d
    simp only [pairProd]
    rw [hh c d]
    ring
  -- direct term
  have c1 : inner4 (pairProd g h) (pairProd g' h') = frob g g' * frob h h' := by
    simp only [inner4, pairProd, frob, Finset.sum_mul]
    simp only [Finset.mul_sum]
    refine sum_congr rfl fun a _ => sum_congr rfl fun b _ => ?_
    refine sum_congr rfl fun c _ => sum_congr rfl fun d _ => ?_
    ring
  -- both pairs exchanged
  have c6 : inner4 (fun a b c d => pairProd g h c d a b) (pairProd g' h') =
      frob h g' * frob g h' := by
    simp only [inner4, pairProd, frob, Finset.sum_mul]
    simp only [Finset.mul_sum]
    refine sum_congr rfl fun a _ => sum_congr rfl fun b _ => ?_
    refine sum_congr rfl fun c _ => sum_congr rfl fun d _ => ?_
    ring
  -- one electron exchanged between the pairs
  have c2 : inner4 (fun a b c d => pairProd g h a c b d) (pairProd g' h') =
      frob (g * h') (g' * h) := by
    simp only [inner4, pairProd, frob, Matrix.mul_apply, Finset.sum_mul]
    simp only [Finset.mul_sum]
    refine sum_congr rfl fun a _ => ?_
    conv_rhs => rw [Finset.sum_comm]
    rw [Finset.sum_comm]
    refine sum_congr rfl fun c _ => ?_
    rw [Finset.sum_comm]
    refine sum_congr rfl fun d _ => sum_congr rfl fun b _ => ?_
    ring
  have c3 := (inner4_swap (fun a b c d => pairProd g h a c b d) (pairProd g' h')).2.2 a34
  have c4 := (inner4_swap (fun a b c d => pairProd g h a c b d) (pairProd g' h')).1 a12
  have c5 := (inner4_swap (fun a b c d => pairProd g h b c a d) (pairProd g' h')).2.2 a34
  simp only [inner4, wedge, pairProd, add_mul, sub_mul, sum_add_distrib,
    sum_sub_distrib] at c1 c2 c3 c4 c5 c6 ⊢
  linarith
```

## Overlap and norm

Use the symmetry of the inner product, apply the factor six to $g'\wedge h'$ against the antisymmetric $g\wedge h$, and insert the last result. For any four geminals,
$$\langle g\wedge h, g'\wedge h'\rangle = 6\big(\langle g,g'\rangle\langle h,h'\rangle + \langle g,h'\rangle\langle h,g'\rangle - 4\langle gh', g'h\rangle\big).$$
The `rw` chain follows this order. The hypotheses `hg`, `hh` feed `wedge_antisym`, and `hg'`, `hh'` feed `inner4_wedge_pairProd`.

```lean
/-- The overlap of two antisymmetrised geminal products is
6(⟨g,g'⟩⟨h,h'⟩ + ⟨g,h'⟩⟨h,g'⟩ - 4⟨g h', g' h⟩). -/
theorem wedge_overlap {g h g' h' : Matrix n n ℝ} (hg : IsGeminal g) (hh : IsGeminal h)
    (hg' : IsGeminal g') (hh' : IsGeminal h') :
    inner4 (wedge g h) (wedge g' h') =
      6 * (frob g g' * frob h h' + frob g h' * frob h g' - 4 * frob (g * h') (g' * h)) := by
  have comm : ∀ φ ψ : n → n → n → n → ℝ, inner4 φ ψ = inner4 ψ φ := fun φ ψ =>
    sum_congr rfl fun a _ => sum_congr rfl fun b _ => sum_congr rfl fun c _ =>
      sum_congr rfl fun d _ => mul_comm _ _
  rw [comm (wedge g h), inner4_wedge_antisym g' h' (wedge_antisym hg hh),
    comm (pairProd g' h'), inner4_wedge_pairProd g h hg' hh']
```

Setting $g' = g$, $h' = h$ and using $\langle h,g\rangle = \langle g,h\rangle$,
$$\|g\wedge h\|^2 = 6\big(\|g\|^2\|h\|^2 + \langle g,h\rangle^2 - 4\|gh\|^2\big).$$
In the statement `g * h` is the matrix product, and `frob g h ^ 2` squares the overlap. The number of spin-orbitals is unrestricted; below four, a totally antisymmetric amplitude has no nonzero entry, and the formula then says that the bracket vanishes.

```lean
/-- The squared norm of the antisymmetrised product of two geminals is
6(‖g‖²‖h‖² + ⟨g,h⟩² - 4‖g h‖²) in Frobenius norms. -/
theorem wedge_normSq {g h : Matrix n n ℝ} (hg : IsGeminal g) (hh : IsGeminal h) :
    inner4 (wedge g h) (wedge g h) =
      6 * (frob g g * frob h h + frob g h ^ 2 - 4 * frob (g * h) (g * h)) := by
  have comm : frob h g = frob g h :=
    sum_congr rfl fun a _ => sum_congr rfl fun b _ => mul_comm _ _
  rw [wedge_overlap hg hh hg hh, comm]
  ring
```

## Strong orthogonality

The condition $gh = 0$ reads $\sum_b g_{ab}h_{bc} = 0$ for all $a, c$. Since $g_{ab} = -g_{ba}$, it states that integrating $g(1,2)^*\,h(1,3)$ over the position and spin of electron 1 alone gives zero (the complex conjugate matters only if the spin-orbitals are complex): the two pairs occupy mutually orthogonal one-electron subspaces. It is a hypothesis on the ansatz and is not derived from a Hamiltonian. The exchange term then vanishes, and so does the overlap, because
$$\langle g,h\rangle = \sum_{ab} g_{ab}h_{ab} = -\sum_{ab} g_{ab}h_{ba} = -\operatorname{tr}(gh),$$
which is `tr` in the proof. Hence $\|g\wedge h\|^2 = 6\|g\|^2\|h\|^2$, and for normalised geminals $(g\wedge h)/\sqrt6$ is normalised.

```lean
/-- For geminals with g h = 0 the squared norm factorises as 6‖g‖²‖h‖². -/
theorem wedge_normSq_of_mul_eq_zero {g h : Matrix n n ℝ} (hg : IsGeminal g) (hh : IsGeminal h)
    (h0 : g * h = 0) : inner4 (wedge g h) (wedge g h) = 6 * (frob g g * frob h h) := by
  -- ⟨g,h⟩ is minus the trace of g h
  have tr : frob g h = -∑ a, (g * h) a a := by
    simp only [frob, Matrix.mul_apply, ← Finset.sum_neg_distrib]
    refine sum_congr rfl fun a _ => sum_congr rfl fun b _ => ?_
    rw [hh a b]
    ring
  have z : frob (0 : Matrix n n ℝ) 0 = 0 := by simp [frob]
  rw [wedge_normSq hg hh, tr, h0, z]
  simp
```

For two real geminals in a finite orthonormal basis, this is the normalisation of a four-electron wave function of strongly orthogonal geminals, and the general formula supplies it when the constraint is lifted, provided $g\wedge h$ is not zero. Complex amplitudes, more than two geminals, Hamiltonian matrix elements and infinite bases are not treated; a geminal with a term linear in the interelectronic distance has no finite expansion in products of orbitals, so it enters through a truncation, which does not reproduce the electron–electron cusp.

Replacing $gh = 0$ by ordinary orthogonality $\langle g,h\rangle = 0$ is a slip that leaves the exchange term behind. As an illustration that no theorem below states, take unit amplitudes on the pairs $(0,1)$ and $(0,2)$: then $\langle g,h\rangle = 0$, $\|g\|^2\|h\|^2 = 4$ and $\|gh\|^2 = 1$, so the squared norm is $6(4 + 0 - 4) = 0$ instead of $24$, as expected when both pairs need spin-orbital 0.

## A bound on the exchange term

A squared norm is a sum of squares (`pos`), so the bracket is non-negative: $4\|gh\|^2 \le \|g\|^2\|h\|^2 + \langle g,h\rangle^2$.

```lean
/-- Any two geminals satisfy 4‖g h‖² ≤ ‖g‖²‖h‖² + ⟨g,h⟩². -/
theorem frob_mul_le {g h : Matrix n n ℝ} (hg : IsGeminal g) (hh : IsGeminal h) :
    4 * frob (g * h) (g * h) ≤ frob g g * frob h h + frob g h ^ 2 := by
  have pos : 0 ≤ inner4 (wedge g h) (wedge g h) :=
    sum_nonneg fun a _ => sum_nonneg fun b _ => sum_nonneg fun c _ =>
      sum_nonneg fun d _ => mul_self_nonneg _
  rw [wedge_normSq hg hh] at pos
  linarith
```

## Two cases on four spin-orbitals

With labels $0,1,2,3$, the matrix `twoPairs s t` has $g_{01} = -g_{10} = s$, $g_{23} = -g_{32} = t$ and zeros elsewhere.

```lean
/-- On four spin-orbitals, the matrix with amplitude s on the pair (0,1) and t on (2,3). -/
def twoPairs (s t : ℝ) : Matrix (Fin 4) (Fin 4) ℝ :=
  !![0, s, 0, 0; -s, 0, 0, 0; 0, 0, 0, t; 0, 0, -t, 0]
```

For $g$ with $(s,t) = (1,0)$ and $h$ with $(s,t) = (0,1)$ the product $gh$ is zero and $\|g\|^2 = \|h\|^2 = 2$, so $\|g\wedge h\|^2 = 6\cdot2\cdot2 = 24$. The normalised geminals are $g/\sqrt2$ and $h/\sqrt2$, and the normalised state $(g\wedge h)/\sqrt{24}$ is the determinant that fills all four spin-orbitals. Antisymmetry and $gh = 0$ are checked entry by entry with `fin_cases`.

```lean
/-- The unit amplitudes on the pairs (0,1) and (2,3) are geminals with product zero, and
their antisymmetrised product has squared norm 24. -/
theorem strongOrth_witness :
    IsGeminal (twoPairs 1 0) ∧ IsGeminal (twoPairs 0 1) ∧ twoPairs 1 0 * twoPairs 0 1 = 0 ∧
      inner4 (wedge (twoPairs 1 0) (twoPairs 0 1)) (wedge (twoPairs 1 0) (twoPairs 0 1)) = 24 := by
  have G : ∀ s t, IsGeminal (twoPairs s t) := by
    intro s t a b
    fin_cases a <;> fin_cases b <;> simp [twoPairs]
  have h0 : twoPairs 1 0 * twoPairs 0 1 = 0 := by
    ext i j
    fin_cases i <;> fin_cases j <;> simp [twoPairs, Matrix.mul_apply, Fin.sum_univ_succ]
  have e1 : frob (twoPairs 1 0) (twoPairs 1 0) = 2 := by
    simp [frob, twoPairs, Fin.sum_univ_succ]
    norm_num
  have e2 : frob (twoPairs 0 1) (twoPairs 0 1) = 2 := by
    simp [frob, twoPairs, Fin.sum_univ_succ]
    norm_num
  refine ⟨G 1 0, G 0 1, h0, ?_⟩
  rw [wedge_normSq_of_mul_eq_zero (G 1 0) (G 0 1) h0, e1, e2]
  norm_num
```

Factorisation of the norm does not imply strong orthogonality. For $g = h$ with $(s,t) = (1,1)$ one has $gg = -I$ with $I$ the identity, so $\|g\|^2 = 4$ (`e1`) and $\|gg\|^2 = 4$ (`e2`), which is nonzero. The pair-exchange term $16$ cancels the single-exchange term $-4\cdot4$, and $\|g\wedge g\|^2 = 6(16 + 16 - 16) = 96 = 6\|g\|^2\|g\|^2$. For the normalised geminal $g/2$ the squared norm is $6$.

```lean
/-- For g = h with unit amplitude on both pairs (0,1) and (2,3), the squared norm equals
6‖g‖²‖h‖² although g h is not zero. -/
theorem factorises_without_strongOrth :
    IsGeminal (twoPairs 1 1) ∧ twoPairs 1 1 * twoPairs 1 1 ≠ 0 ∧
      inner4 (wedge (twoPairs 1 1) (twoPairs 1 1)) (wedge (twoPairs 1 1) (twoPairs 1 1)) =
        6 * (frob (twoPairs 1 1) (twoPairs 1 1) * frob (twoPairs 1 1) (twoPairs 1 1)) := by
  have G : IsGeminal (twoPairs 1 1) := by
    intro a b
    fin_cases a <;> fin_cases b <;> simp [twoPairs]
  have e1 : frob (twoPairs 1 1) (twoPairs 1 1) = 4 := by
    simp [frob, twoPairs, Fin.sum_univ_succ]
    norm_num
  have e2 : frob (twoPairs 1 1 * twoPairs 1 1) (twoPairs 1 1 * twoPairs 1 1) = 4 := by
    simp [frob, twoPairs, Matrix.mul_apply, Fin.sum_univ_succ]
    norm_num
  refine ⟨G, fun h0 => ?_, ?_⟩
  · rw [h0] at e2
    norm_num [frob] at e2
  · rw [wedge_normSq G G, e1, e2]
    norm_num

end GeminalProductNorm
```

```lean
#print axioms GeminalProductNorm.wedge_normSq
-- 'GeminalProductNorm.wedge_normSq' depends on axioms: [propext, Classical.choice, Quot.sound]
#print axioms GeminalProductNorm.wedge_normSq_of_mul_eq_zero
-- 'GeminalProductNorm.wedge_normSq_of_mul_eq_zero' depends on axioms: [propext, Classical.choice, Quot.sound]
#print axioms GeminalProductNorm.frob_mul_le
-- 'GeminalProductNorm.frob_mul_le' depends on axioms: [propext, Classical.choice, Quot.sound]
#print axioms GeminalProductNorm.factorises_without_strongOrth
-- 'GeminalProductNorm.factorises_without_strongOrth' depends on axioms: [propext, Classical.choice, Quot.sound]
```
